# Complex conjugation of the phase exp(2πix) for real x reverses the sign of x

The declaration `star_phase` states that for every real number x, the complex conjugate of exp(2πix) is exp(−2πix). In physical terms, conjugating a phase factor with a real argument gives the opposite phase. The only assumption is that x is real; no Hamiltonian, state or lattice enters the statement. The attempt unfolds `phase`, moves the conjugation inside the exponential, and uses `congr 1` to reduce the claim to an equality of exponents, which `simp` is meant to prove.

This version doesn't compile in Lean 4 with Mathlib:

```lean
import Mathlib

open Matrix

namespace StarPhase

noncomputable section

/-- The unit phase `exp(2πi x)`. -/
def phase (x : ℝ) : ℂ := Complex.exp (2 * Real.pi * Complex.I * x)

/-- Complex conjugation reverses a phase. -/
theorem star_phase (x : ℝ) : star (phase x) = phase (-x) := by
  unfold phase
  rw [Complex.star_def, ← Complex.exp_conj]
  congr 1
  simp [Complex.conj_ofReal]

end

end StarPhase
```

Lean reports:

```
Main.lean:13:60: error: unsolved goals
x : ℝ
⊢ (starRingEnd ℂ) 2 = 2 ∨ x = 0
```

After these edits no error is left:

```diff
@@ -12,8 +12,9 @@
 /-- Complex conjugation reverses a phase. -/
 theorem star_phase (x : ℝ) : star (phase x) = phase (-x) := by
+  have h2 : (starRingEnd ℂ) 2 = 2 := Complex.conj_eq_iff_im.mpr (by simp)
   unfold phase
   rw [Complex.star_def, ← Complex.exp_conj]
   congr 1
-  simp [Complex.conj_ofReal]
+  simp [Complex.conj_ofReal, h2]
 
 end
```

Cause. The message says that the proof ended with a goal still open: either the conjugate of the complex number 2 is 2, or x = 0. The left alternative is true, but `simp` did not prove it.

After `congr 1`, the conjugate of 2πix has to equal 2πi(−x). `simp` dealt with the conjugates of π, i and x and cancelled the common factors. The supplied lemma `Complex.conj_ofReal` applies to a real number cast into ℂ, whereas the 2 here is a complex numeral, and its conjugate remained unsimplified. The alternative x = 0 comes from cancelling the factor x, which is only allowed when x is nonzero.

The repair proves the missing fact as `h2`. `Complex.conj_eq_iff_im` says that a complex number equals its conjugate exactly when its imaginary part is zero, and `simp` checks this for 2. Passing `h2` to the final `simp` lets it replace the conjugate of 2 by 2, which closes the goal for every x.
